# For a covariance-stationary series, decaying autocovariance forces the variance of the sample mean to zero, but not conversely

Let $X_0,X_1,\dots$ be square-integrable real random variables whose covariance at lag $t$ is $C(t)$, wherever in the series the pair stands: the variance of the mean of the first $N$ samples tends to zero exactly when the running average $\frac1N\sum_{t=0}^{N-1}C(t)$ does. So $C(t)\to0$ is sufficient, whether or not $C$ is summable, but it is not necessary: the series $(-1)^iZ$, with $Z$ a fair random sign, has a sample mean of vanishing variance although $C(t)=(-1)^t$ never decays.

```lean
import Mathlib

open MeasureTheory ProbabilityTheory Filter Finset
open scoped Topology ENNReal

namespace SampleMeanConvergence

noncomputable section

variable {Ω : Type*} [MeasurableSpace Ω] {μ : Measure Ω}

/-- The series `X` is square-integrable, and the covariance of two entries a lag `t` apart
is `C t`, wherever in the series they stand. -/
structure HasAutocovariance (μ : Measure Ω) (X : ℕ → Ω → ℝ) (C : ℕ → ℝ) : Prop where
  memLp : ∀ i, MemLp (X i) 2 μ
  cov_eq : ∀ i t, cov[X i, X (i + t); μ] = C t

/-- The average of the first `N` samples of a series. -/
def sampleMean (X : ℕ → Ω → ℝ) (N : ℕ) : Ω → ℝ :=
  (N : ℝ)⁻¹ • ∑ i ∈ range N, X i

/-- Cauchy-Schwarz for fluctuations: the squared covariance of two observables is at most the
product of their variances. -/
theorem covariance_sq_le [IsProbabilityMeasure μ] {Y Z : Ω → ℝ}
    (hY : MemLp Y 2 μ) (hZ : MemLp Z 2 μ) :
    cov[Y, Z; μ] ^ 2 ≤ Var[Y; μ] * Var[Z; μ] := by
  -- the variance of `Y + s Z` is a nonnegative quadratic in `s`
  have key : ∀ s : ℝ, 0 ≤ Var[Z; μ] * (s * s) + (2 * cov[Y, Z; μ]) * s + Var[Y; μ] := by
    intro s
    have h := variance_nonneg (Y + s • Z) μ
    rw [variance_add hY (hZ.const_smul s), covariance_smul_right, variance_smul] at h
    linarith
  have hd := discrim_le_zero key
  unfold discrim at hd
  linarith

/-- The covariance of a partial sum with an observable is the sum of the covariances. -/
theorem covariance_partialSum [IsProbabilityMeasure μ] {X : ℕ → Ω → ℝ} {Y : Ω → ℝ}
    (hX : ∀ i, MemLp (X i) 2 μ) (hY : MemLp Y 2 μ) (N : ℕ) :
    cov[(∑ i ∈ range N, X i), Y; μ] = ∑ i ∈ range N, cov[X i, Y; μ] := by
  induction N with
  | zero => simp
  | succ N ih =>
    rw [Finset.sum_range_succ X N,
      covariance_add_left (MeasureTheory.memLp_finsetSum' _ fun i _ => hX i) (hX N) hY, ih,
      Finset.sum_range_succ]

/-- Every entry of the series has variance `C 0`. -/
theorem HasAutocovariance.variance_eq {X : ℕ → Ω → ℝ} {C : ℕ → ℝ}
    (h : HasAutocovariance μ X C) (i : ℕ) : Var[X i; μ] = C 0 := by
  have h0 := h.cov_eq i 0
  rwa [add_zero, covariance_self (h.memLp i).aestronglyMeasurable.aemeasurable] at h0

/-- One more sample changes the variance of the partial sum by twice the accumulated
autocovariance, less `C 0`. -/
theorem variance_partialSum_succ [IsProbabilityMeasure μ] {X : ℕ → Ω → ℝ} {C : ℕ → ℝ}
    (h : HasAutocovariance μ X C) (N : ℕ) :
    Var[(∑ i ∈ range (N + 1), X i); μ] =
      Var[(∑ i ∈ range N, X i); μ] + 2 * ∑ t ∈ range (N + 1), C t - C 0 := by
  -- the new sample meets the earlier ones at lags `N, ..., 1`
  have hlag : ∑ i ∈ range N, cov[X i, X N; μ] = ∑ t ∈ range N, C (t + 1) := by
    refine (Finset.sum_congr rfl fun i hi => ?_).trans
      (Finset.sum_range_reflect (fun t => C (t + 1)) N)
    have hi' := Finset.mem_range.1 hi
    have hc := h.cov_eq i (N - 1 - i + 1)
    rwa [show i + (N - 1 - i + 1) = N by omega] at hc
  rw [Finset.sum_range_succ X N,
    variance_add (MeasureTheory.memLp_finsetSum' _ fun i _ => h.memLp i) (h.memLp N),
    covariance_partialSum h.memLp (h.memLp N), hlag, h.variance_eq,
    Finset.sum_range_succ' C N]
  ring

/-- If `b` is nonnegative and each `b k` is an upper bound for the average of the first `k + 1`
values of `C`, the variance of a partial sum of `N` samples is at most `N` times the sum of the
first `N` values of `2 b`. -/
theorem variance_partialSum_le [IsProbabilityMeasure μ] {X : ℕ → Ω → ℝ} {C b : ℕ → ℝ}
    (h : HasAutocovariance μ X C) (hb0 : ∀ k, 0 ≤ b k)
    (hb : ∀ k, ∑ t ∈ range (k + 1), C t ≤ ((k + 1 : ℕ) : ℝ) * b k) (N : ℕ) :
    Var[(∑ i ∈ range N, X i); μ] ≤ N * ∑ k ∈ range N, 2 * b k := by
  induction N with
  | zero => simp
  | succ N ih =>
    have hC0 : 0 ≤ C 0 := h.variance_eq 0 ▸ variance_nonneg (X 0) μ
    have hB : 0 ≤ ∑ k ∈ range N, 2 * b k :=
      Finset.sum_nonneg fun k _ => mul_nonneg zero_le_two (hb0 k)
    have hN := hb N
    rw [variance_partialSum_succ h, Finset.sum_range_succ (fun k => 2 * b k) N]
    push_cast at hN ⊢
    linarith

/-- The variance of the sample mean tends to zero exactly when the running average of the
autocovariance tends to zero. -/
theorem variance_sampleMean_tendsto_zero_iff [IsProbabilityMeasure μ]
    {X : ℕ → Ω → ℝ} {C : ℕ → ℝ} (h : HasAutocovariance μ X C) :
    Tendsto (fun N => Var[sampleMean X N; μ]) atTop (𝓝 0) ↔
      Tendsto (fun N : ℕ => (N : ℝ)⁻¹ * ∑ t ∈ range N, C t) atTop (𝓝 0) := by
  constructor
  · intro hV
    -- the running average is the covariance of the sample mean with the first sample
    have hcov : ∀ N : ℕ, cov[sampleMean X N, X 0; μ] = (N : ℝ)⁻¹ * ∑ t ∈ range N, C t := by
      intro N
      rw [sampleMean, covariance_smul_left, covariance_partialSum h.memLp (h.memLp 0)]
      congr 1
      refine Finset.sum_congr rfl fun i _ => ?_
      have hc := h.cov_eq 0 i
      rwa [zero_add, covariance_comm] at hc
    have hsq : Tendsto (fun N : ℕ => ((N : ℝ)⁻¹ * ∑ t ∈ range N, C t) ^ 2) atTop (𝓝 0) := by
      have hlim := hV.mul_const (C 0)
      rw [zero_mul] at hlim
      refine squeeze_zero (fun N => sq_nonneg _) (fun N => ?_) hlim
      have hS : MemLp (sampleMean X N) 2 μ :=
        (MeasureTheory.memLp_finsetSum' _ fun i _ => h.memLp i).const_smul _
      have hcs := covariance_sq_le hS (h.memLp 0)
      rwa [hcov, h.variance_eq] at hcs
    have hroot := hsq.sqrt
    simp only [Real.sqrt_sq_eq_abs, Real.sqrt_zero] at hroot
    exact (tendsto_zero_iff_abs_tendsto_zero _).2 hroot
  · intro hC
    have hb := ((tendsto_add_atTop_iff_nat 1).2 hC).abs.const_mul 2
    rw [abs_zero, mul_zero] at hb
    -- averaging a null sequence gives a null sequence
    refine squeeze_zero (fun N => variance_nonneg _ _) (fun N => ?_) hb.cesaro
    have hle := variance_partialSum_le h
      (b := fun k => |((k + 1 : ℕ) : ℝ)⁻¹ * ∑ t ∈ range (k + 1), C t|)
      (fun k => abs_nonneg _) (fun k => by
        have hk : ((k + 1 : ℕ) : ℝ) ≠ 0 := Nat.cast_ne_zero.2 k.succ_ne_zero
        calc ∑ t ∈ range (k + 1), C t
            = ((k + 1 : ℕ) : ℝ) * (((k + 1 : ℕ) : ℝ)⁻¹ * ∑ t ∈ range (k + 1), C t) :=
              (mul_inv_cancel_left₀ hk _).symm
          _ ≤ _ := mul_le_mul_of_nonneg_left (le_abs_self _) (Nat.cast_nonneg _)) N
    rw [sampleMean, variance_smul]
    refine (mul_le_mul_of_nonneg_left hle (sq_nonneg _)).trans (le_of_eq ?_)
    rcases Nat.eq_zero_or_pos N with rfl | hN
    · simp
    · have hN' : (N : ℝ) ≠ 0 := Nat.cast_ne_zero.2 hN.ne'
      rw [sq, mul_assoc, inv_mul_cancel_left₀ hN']

/-- If the autocovariance tends to zero at large lag, the variance of the sample mean tends to
zero. -/
theorem variance_sampleMean_tendsto_zero [IsProbabilityMeasure μ]
    {X : ℕ → Ω → ℝ} {C : ℕ → ℝ} (h : HasAutocovariance μ X C)
    (hC : Tendsto C atTop (𝓝 0)) :
    Tendsto (fun N => Var[sampleMean X N; μ]) atTop (𝓝 0) :=
  (variance_sampleMean_tendsto_zero_iff h).2 hC.cesaro

/-- If the autocovariance tends to zero at large lag and all samples have the same expectation `m`,
the mean-square error of the sample mean as an estimate of `m` tends to zero. -/
theorem meanSquareError_tendsto_zero [IsProbabilityMeasure μ]
    {X : ℕ → Ω → ℝ} {C : ℕ → ℝ} {m : ℝ} (h : HasAutocovariance μ X C)
    (hm : ∀ i, ∫ ω, X i ω ∂μ = m) (hC : Tendsto C atTop (𝓝 0)) :
    Tendsto (fun N => ∫ ω, (sampleMean X N ω - m) ^ 2 ∂μ) atTop (𝓝 0) := by
  refine (variance_sampleMean_tendsto_zero h hC).congr' ?_
  filter_upwards [eventually_gt_atTop 0] with N hN
  have hN' : (N : ℝ) ≠ 0 := Nat.cast_ne_zero.2 hN.ne'
  have hS : MemLp (sampleMean X N) 2 μ :=
    (MeasureTheory.memLp_finsetSum' _ fun i _ => h.memLp i).const_smul _
  -- the sample mean is unbiased
  have hmean : ∫ ω, sampleMean X N ω ∂μ = m := by
    simp only [sampleMean, Pi.smul_apply, Finset.sum_apply, smul_eq_mul]
    rw [integral_const_mul,
      MeasureTheory.integral_finsetSum _ fun i _ => (h.memLp i).integrable one_le_two]
    simp only [hm, Finset.sum_const, Finset.card_range, nsmul_eq_mul]
    exact inv_mul_cancel_left₀ hN' m
  rw [variance_eq_integral hS.aestronglyMeasurable.aemeasurable, hmean]

/-- The fair coin: both outcomes have probability one half. -/
def coin : Measure Bool :=
  (2⁻¹ : ℝ≥0∞) • Measure.dirac true + (2⁻¹ : ℝ≥0∞) • Measure.dirac false

instance : IsProbabilityMeasure coin :=
  ⟨by simp [coin, ENNReal.inv_two_add_inv_two]⟩

/-- The random sign `Z`: `+1` on one face of the coin and `-1` on the other. -/
def coinSign (b : Bool) : ℝ := if b then 1 else -1

/-- The alternating series `X i = (-1)^i Z`. -/
def alternatingSign (i : ℕ) : Bool → ℝ := (-1 : ℝ) ^ i • coinSign

/-- An expectation over the fair coin is the average over its two faces. -/
theorem integral_coin (f : Bool → ℝ) : ∫ b, f b ∂coin = (f true + f false) / 2 := by
  have ht : coin {true} = 2⁻¹ := by simp [coin]
  have hf : coin {false} = 2⁻¹ := by simp [coin]
  rw [integral_fintype Integrable.of_finite]
  simp only [Fintype.sum_bool, measureReal_def, ht, hf, ENNReal.toReal_inv,
    ENNReal.toReal_ofNat, smul_eq_mul]
  ring

/-- The alternating series has mean zero at every step and autocovariance `(-1)^t`. -/
theorem alternatingSign_witness :
    HasAutocovariance coin alternatingSign (fun t => (-1) ^ t) ∧
      ∀ i, ∫ b, alternatingSign i b ∂coin = 0 := by
  have hZ : MemLp coinSign 2 coin :=
    MemLp.of_bound (Measurable.of_discrete.aestronglyMeasurable) 1
      (Eventually.of_forall fun b => by cases b <;> simp [coinSign])
  have hvar : Var[coinSign; coin] = 1 := by
    rw [variance_eq_sub hZ, integral_coin, integral_coin]
    norm_num [coinSign]
  refine ⟨⟨fun i => hZ.const_smul _, fun i t => ?_⟩, fun i => ?_⟩
  · change cov[(-1 : ℝ) ^ i • coinSign, (-1 : ℝ) ^ (i + t) • coinSign; coin] = (-1) ^ t
    rw [covariance_smul_left, covariance_smul_right,
      covariance_self hZ.aestronglyMeasurable.aemeasurable, hvar, mul_one, pow_add,
      ← mul_assoc, ← mul_pow]
    simp
  · rw [integral_coin]
    simp [alternatingSign, coinSign]

/-- For the alternating series the variance of the sample mean tends to zero, while the sequence
`(-1)^t` does not. -/
theorem converse_fails :
    Tendsto (fun N => Var[sampleMean alternatingSign N; coin]) atTop (𝓝 0) ∧
      ¬ Tendsto (fun t : ℕ => (-1 : ℝ) ^ t) atTop (𝓝 0) := by
  constructor
  · rw [variance_sampleMean_tendsto_zero_iff alternatingSign_witness.1]
    have hinv : Tendsto (fun N : ℕ => (N : ℝ)⁻¹) atTop (𝓝 0) :=
      tendsto_inv_atTop_zero.comp tendsto_natCast_atTop_atTop
    -- the alternating partial sums are `0` or `1`
    refine squeeze_zero (fun N => ?_) (fun N => ?_) hinv
    · rw [neg_one_geom_sum]
      split_ifs <;> simp
    · rw [neg_one_geom_sum]
      split_ifs <;> simp
  · intro h
    have h' := h.abs
    simp at h'

end

end SampleMeanConvergence
```

```lean
#print axioms SampleMeanConvergence.variance_sampleMean_tendsto_zero
#print axioms SampleMeanConvergence.meanSquareError_tendsto_zero
#print axioms SampleMeanConvergence.converse_fails
```

```
'SampleMeanConvergence.variance_sampleMean_tendsto_zero' depends on axioms: [propext, Classical.choice, Quot.sound]
'SampleMeanConvergence.meanSquareError_tendsto_zero' depends on axioms: [propext, Classical.choice, Quot.sound]
'SampleMeanConvergence.converse_fails' depends on axioms: [propext, Classical.choice, Quot.sound]
```

## Stationary covariances and the two limits

The samples are functions `X i` on a probability space with measure `μ`. In a simulation, $X_i$ could be the potential energy recorded at step $i$, and $\mu$ describes the randomness of starting points and noise over repeated runs. The structure `HasAutocovariance μ X C` contains two conditions. Each `X i` has a finite second moment (`MemLp (X i) 2 μ`), and $\mathrm{Cov}(X_i,X_{i+t})=C(t)$ for all $i,t\ge0$. The second condition says that the covariances of the fluctuations have no preferred time origin, as in an equilibrated run. It concerns covariances only, so the expectations of the samples may still differ.

For $N\ge1$, write
$$S_N=\sum_{i=0}^{N-1}X_i,\qquad \bar X_N=\frac{S_N}{N},\qquad A_N=\frac1N\sum_{t=0}^{N-1}C(t).$$
The function `sampleMean X N` is $\bar X_N$. The theorem `variance_sampleMean_tendsto_zero_iff` says that $\mathrm{Var}(\bar X_N)\to0$ if and only if $A_N\to0$, and `variance_sampleMean_tendsto_zero` draws the conclusion from $C(t)\to0$. If all samples also have the same expectation $m$, `meanSquareError_tendsto_zero` gives $\mathbb E[(\bar X_N-m)^2]\to0$.

For molecular dynamics or Monte Carlo averages that satisfy these conditions, the common expectation included, slowly decaying correlations therefore do not prevent convergence in mean square. These three limit theorems state no rate and no error bar, and they do not establish that a given simulation has a decaying $C$.

## From decaying correlations to a vanishing variance

Add one sample to the partial sum. Since $\mathrm{Var}(X_N)=C(0)$ and the new sample meets the earlier ones at lags $N,\dots,1$,
$$\begin{aligned}
\mathrm{Var}(S_{N+1})&=\mathrm{Var}(S_N)+2\sum_{i=0}^{N-1}C(N-i)+C(0)\\
&=\mathrm{Var}(S_N)+2\sum_{t=0}^{N}C(t)-C(0).
\end{aligned}$$
This is `variance_partialSum_succ`. Its proof expands the variance of a sum, uses `covariance_partialSum` to split the cross term, and reverses the order of summation with `Finset.sum_range_reflect`.

Put $b_k=|A_{k+1}|$. The accumulated autocovariance up to lag $k$ is $(k+1)A_{k+1}\le(k+1)b_k$, and $C(0)\ge0$ because it is a variance. Starting from the empty sum, whose variance is zero, iteration gives
$$\mathrm{Var}(S_N)\le\sum_{k=0}^{N-1}2(k+1)b_k\le N\sum_{k=0}^{N-1}2b_k.$$
The lemma `variance_partialSum_le` proves the outer inequality by induction for any nonnegative $b$ that bounds the running averages. Division by $N^2$ yields
$$\mathrm{Var}(\bar X_N)\le\frac1N\sum_{k=0}^{N-1}2b_k.$$

If $A_N\to0$, then $2b_k\to0$, and the average of a null sequence is again null. To see this, let $a_k\to0$ and $\varepsilon>0$, and choose $K$ with $|a_k|\le\varepsilon$ for $k\ge K$. For $N\ge K$,
$$\left|\frac1N\sum_{k=0}^{N-1}a_k\right|\le\frac1N\sum_{k=0}^{K-1}|a_k|+\varepsilon,$$
and the first term on the right vanishes as $N\to\infty$. Mathlib supplies this fact as `cesaro`, and `squeeze_zero` then closes the argument. The same fact applied to $C$ itself shows that $C(t)\to0$ implies $A_N\to0$. Convergence of $\sum_t|C(t)|$ is never needed.

For the mean-square error, linearity gives $\mathbb E[\bar X_N]=m$ for $N\ge1$, so the error about $m$ is exactly the variance. The Lean proof makes this identification for all positive $N$, which is enough for the limit.

## From a vanishing variance to the running average

The running average is itself a covariance:
$$\mathrm{Cov}(\bar X_N,X_0)=\frac1N\sum_{i=0}^{N-1}\mathrm{Cov}(X_i,X_0)=A_N.$$
The Cauchy–Schwarz inequality gives
$$A_N^2\le C(0)\,\mathrm{Var}(\bar X_N),$$
so $A_N\to0$ whenever the variance on the right tends to zero. In the code, `hcov` is the identity, `hsq` the limit of the squares, and a square root followed by `Real.sqrt_sq_eq_abs` returns to $|A_N|$.

The inequality is `covariance_sq_le`. For square-integrable $Y$ and $W$, the quadratic
$$\mathrm{Var}(Y+sW)=\mathrm{Var}(W)s^2+2\,\mathrm{Cov}(Y,W)s+\mathrm{Var}(Y)$$
is nonnegative for every real $s$. Its discriminant is therefore at most zero, which means $\mathrm{Cov}(Y,W)^2\le\mathrm{Var}(Y)\mathrm{Var}(W)$. If $\mathrm{Var}(W)=0$, the expression is linear in $s$ and can stay nonnegative only if the covariance vanishes, so the inequality holds there too.

## A random sign that cancels itself

The measure `coin` gives each of the two outcomes probability one half, `coinSign` is $Z=\pm1$, and `alternatingSign i` is $X_i=(-1)^iZ$. Averaging over the two faces, which is `integral_coin`, gives $\mathbb E[Z]=0$ and $\mathrm{Var}(Z)=1$. Hence every $X_i$ has mean zero, and
$$\mathrm{Cov}(X_i,X_{i+t})=(-1)^i(-1)^{i+t}=(-1)^t.$$
These are the two parts of `alternatingSign_witness`.

The sum $\sum_{t=0}^{N-1}(-1)^t$ is $0$ for even $N$ and $1$ for odd $N$, so $0\le A_N\le1/N$ and the equivalence gives $\mathrm{Var}(\bar X_N)\to0$. On the other hand $|C(t)|=1$ for every $t$, so $C(t)$ cannot tend to zero. The theorem `converse_fails` states both facts. The cancellation is also visible directly: $\bar X_N$ is $0$ for even $N$ and $Z/N$ for odd $N$. This perfectly persistent oscillation averages out, although its phase is never forgotten.

## Three samples with a non-summable autocovariance

Take $C(t)=1/(t+1)$, whose sum over all lags diverges. Such a series arises if each run draws a number $r$ uniformly from $[0,1]$ and then follows a stationary, zero-mean, unit-variance autoregressive process with correlation $r^t$, because the average of $r^t$ over $r$ is $1/(t+1)$. It represents a broad spread of relaxation times across runs.

The recursion gives
$$\begin{aligned}
\mathrm{Var}(S_1)&=1,\\
\mathrm{Var}(S_2)&=1+2\left(1+\tfrac12\right)-1=3,\\
\mathrm{Var}(S_3)&=3+2\left(1+\tfrac12+\tfrac13\right)-1=\tfrac{17}{3}.
\end{aligned}$$
Thus $\mathrm{Var}(\bar X_3)=17/27\approx0.63$, against $1/3$ for three uncorrelated samples of the same variance. For general $N$, the recursion bounds $\mathrm{Var}(\bar X_N)$ by $\frac2N\sum_{k=1}^N\frac1k$, which tends to zero although the autocovariance is not summable.

## Drift without a common expectation

In the mean-square statement, the hypothesis `hm` that all samples share the expectation $m$ cannot simply be dropped. Without it, take the deterministic series $X_i=i$. All its covariances vanish, so $C(t)=0$ and $\mathrm{Var}(\bar X_N)=0$ for every $N$. Yet $\bar X_N=(N-1)/2$, and the squared error about any fixed $m$ grows without bound. In a simulation this is systematic drift: repeated runs can agree closely with one another while their common average keeps moving.
